# Two anticommuting bond symmetries make every eigenspace of an MPS bond state even-dimensional

## Could a Schmidt level in the Haldane phase be threefold?

When I truncate the bond of an infinite matrix product state for a spin-1 chain in the Haldane phase, I place the cutoff between groups of equal Schmidt values, never inside one, and I expect to keep an even number of states. The half-turns about x and z act on the bond by unitaries $V$ and $W$ with $VW=-WV$. If $v$ is an eigenvector of $V$ within a level, then $Wv$ has the opposite $V$-eigenvalue, so the level can't be simple. But that only gives me two independent states. What forbids a level with three? And do I have to assume that the reduced density matrix commutes with $V$ and $W$?

## The determinant forbids every odd dimension

A threefold level is impossible, and the commutation follows from the symmetry, provided that the transfer map, normalised to leading eigenvalue one, has a unique fixed point up to a factor. For a translation-invariant state of finite bond dimension with these exact symmetries, a truncation that keeps whole levels therefore keeps an even number of states.

### From the on-site symmetry to the pairing

Let $A_s$ be the square matrices of the state, with $s$ the physical index, and let
$$E(X)=\sum_s A_s X A_s^\dagger$$
be the transfer map. An on-site unitary $u$ is a symmetry with bond unitary $V$ if
$$\sum_t u_{st}A_t = c\,V A_s V^\dagger,\qquad |c|=1 .$$

Mixing the matrices by $u$ leaves $E$ unchanged. With $B_s=\sum_t u_{st}A_t$,
$$\sum_s B_s Y B_s^\dagger=\sum_{t,t'}\Big(\sum_s u_{st}\overline{u_{st'}}\Big)A_tYA_{t'}^\dagger=E(Y),$$
because the bracket is $(u^\dagger u)_{t't}=\delta_{t't}$. Now set $Y=VXV^\dagger$ and insert the symmetry condition:
$$E(VXV^\dagger)=\sum_s |c|^2\,VA_sV^\dagger V X V^\dagger V A_s^\dagger V^\dagger=V E(X)V^\dagger .$$

Let $\rho$ be the fixed point of $E$ with trace one. Then $V\rho V^\dagger$ is also a fixed point, so uniqueness gives $V\rho V^\dagger=\lambda\rho$ for some number $\lambda$. Taking the trace gives $\lambda=1$, and multiplying by $V$ from the right gives $V\rho=\rho V$. The same holds for $W$.

If $\rho x=\mu x$, then $\rho Vx=V\rho x=\mu Vx$, so $V$ maps the eigenspace of $\mu$ into itself. It is injective there, and hence invertible, since the dimension $d$ is finite. Call the restrictions of $V$ and $W$ to this eigenspace $f$ and $g$. From $fg=-gf$,
$$\det f\,\det g=(-1)^d\det g\,\det f .$$
Both determinants are nonzero, so $(-1)^d=1$ and $d$ is even. If instead $VW=qWV$ with $q$ a primitive $N$-th root of unity, the same comparison gives $q^d=1$, so $N$ divides $d$.

### The smallest bond: AKLT

At bond dimension one, $V$ and $W$ are nonzero numbers and can't anticommute, so a product state written with bond dimension one can't carry this pair of bond symmetries. The smallest possible bond dimension is two, and the AKLT state attains it. Its matrices are the Pauli matrices divided by $\sqrt3$, and
$$E(X)=\tfrac13\big(2\,\mathrm{tr}(X)\,\mathbb 1-X\big).$$
The equation $E(X)=X$ gives $4X=2\,\mathrm{tr}(X)\,\mathbb 1$, so every fixed point is a multiple of $\rho=\mathbb 1/2$. There is one level, $\mu=1/2$, and it is twofold.

### The Lean file

```lean
import Mathlib

open Matrix

namespace HaldaneEntanglement

noncomputable section

variable {n σ : Type*} [Fintype n] [DecidableEq n] [Fintype σ] [DecidableEq σ]

/-- The space of eigenvectors of the matrix `ρ` with eigenvalue `μ`. -/
abbrev level (ρ : Matrix n n ℂ) (μ : ℂ) : Submodule ℂ (n → ℂ) :=
  Module.End.eigenspace (Matrix.toLin' ρ) μ

/-- The transfer map `X ↦ ∑ A s X (A s)ᴴ` of a matrix product state with tensors `A s`. -/
def transfer (A : σ → Matrix n n ℂ) (X : Matrix n n ℂ) : Matrix n n ℂ :=
  ∑ s, A s * X * (A s)ᴴ

/-- The on-site unitary `u` acts on the tensors `A s` as conjugation by the unitary `V`
on the bond, up to a phase `c`. -/
def IsSymmetry (A : σ → Matrix n n ℂ) (u : Matrix σ σ ℂ) (V : Matrix n n ℂ) : Prop :=
  uᴴ * u = 1 ∧ Vᴴ * V = 1 ∧
    ∃ c : ℂ, star c * c = 1 ∧ ∀ s, ∑ t, u s t • A t = c • (V * A s * Vᴴ)

/-- The matrix `ρ` has trace one, is fixed by the transfer map, and every fixed point is a
multiple of it. -/
def IsBondState (A : σ → Matrix n n ℂ) (ρ : Matrix n n ℂ) : Prop :=
  transfer A ρ = ρ ∧ ρ.trace = 1 ∧ ∀ X, transfer A X = X → ∃ c : ℂ, X = c • ρ

/-- If two invertible operators on a finite-dimensional space commute up to the factor `q`,
then `q` to the power of the dimension is one. -/
theorem pow_finrank_eq_one {E : Type*} [AddCommGroup E] [Module ℂ E]
    [FiniteDimensional ℂ E] {f g : E →ₗ[ℂ] E} (hf : IsUnit f) (hg : IsUnit g) {q : ℂ}
    (h : f * g = q • (g * f)) : q ^ Module.finrank ℂ E = 1 := by
  have hf' : LinearMap.det f ≠ 0 := (hf.map LinearMap.det).ne_zero
  have hg' : LinearMap.det g ≠ 0 := (hg.map LinearMap.det).ne_zero
  -- compare the determinants of both sides
  have hd := congrArg LinearMap.det h
  rw [LinearMap.det_smul, map_mul, map_mul] at hd
  apply mul_right_cancel₀ (mul_ne_zero hg' hf')
  rw [← hd]
  ring

/-- A matrix that commutes with `ρ` maps each eigenspace of `ρ` into itself. -/
theorem level_invariant {V ρ : Matrix n n ℂ} (h : Commute V ρ) (μ : ℂ) :
    ∀ x ∈ level ρ μ, Matrix.toLin' V x ∈ level ρ μ := by
  intro x hx
  rw [Module.End.mem_eigenspace_iff, Matrix.toLin'_apply] at hx
  rw [Module.End.mem_eigenspace_iff, Matrix.toLin'_apply, Matrix.toLin'_apply,
    Matrix.mulVec_mulVec, ← h.eq, ← Matrix.mulVec_mulVec, hx, Matrix.mulVec_smul]

/-- If invertible `V` and `W` commute with `ρ` and `V W = q W V` with `q` a primitive `N`-th
root of unity, then `N` divides the dimension of every eigenspace of `ρ`. -/
theorem dvd_finrank_level {V W ρ : Matrix n n ℂ} (hV : IsUnit V) (hW : IsUnit W)
    (hVρ : Commute V ρ) (hWρ : Commute W ρ) {q : ℂ} {N : ℕ} (hq : IsPrimitiveRoot q N)
    (h : V * W = q • (W * V)) (μ : ℂ) : N ∣ Module.finrank ℂ (level ρ μ) := by
  -- an invertible symmetry stays invertible on the eigenspace
  have unit : ∀ {U : Matrix n n ℂ}, IsUnit U → ∀ hU : Commute U ρ,
      IsUnit ((Matrix.toLin' U).restrict (level_invariant hU μ)) := by
    intro U hu hU
    refine (LinearMap.isUnit_iff_ker_eq_bot _).2 (LinearMap.ker_eq_bot.2 ?_)
    intro x y hxy
    exact Subtype.ext (Matrix.mulVec_injective_of_isUnit hu (congrArg Subtype.val hxy))
  refine hq.dvd_of_pow_eq_one _ (pow_finrank_eq_one (unit hV hVρ) (unit hW hWρ) ?_)
  refine LinearMap.ext fun x => Subtype.ext ?_
  change V *ᵥ (W *ᵥ x.1) = q • (W *ᵥ (V *ᵥ x.1))
  rw [Matrix.mulVec_mulVec, Matrix.mulVec_mulVec, h, Matrix.smul_mulVec]

/-- If invertible `V` and `W` anticommute and both commute with `ρ`, then every eigenspace
of `ρ` has even dimension. -/
theorem even_finrank_level {V W ρ : Matrix n n ℂ} (hV : IsUnit V) (hW : IsUnit W)
    (hVρ : Commute V ρ) (hWρ : Commute W ρ) (h : V * W = -(W * V)) (μ : ℂ) :
    Even (Module.finrank ℂ (level ρ μ)) := by
  have hq : IsPrimitiveRoot (-1 : ℂ) 2 := IsPrimitiveRoot.neg_one 0 (by norm_num)
  exact even_iff_two_dvd.2
    (dvd_finrank_level hV hW hVρ hWρ hq (by rw [h, neg_one_smul]) μ)

/-- Mixing the tensors of a matrix product state by a unitary on the physical index leaves
the transfer map unchanged. -/
theorem transfer_mix (A : σ → Matrix n n ℂ) {u : Matrix σ σ ℂ} (hu : uᴴ * u = 1)
    (Y : Matrix n n ℂ) : transfer (fun s => ∑ t, u s t • A t) Y = transfer A Y := by
  have key : ∀ t t', ∑ s, u s t * star (u s t') = if t' = t then 1 else 0 := by
    intro t t'
    have h := congrFun (congrFun hu t') t
    simp only [Matrix.mul_apply, Matrix.conjTranspose_apply, Matrix.one_apply] at h
    rw [← h]
    exact Finset.sum_congr rfl fun s _ => mul_comm _ _
  have expand : ∀ s, (∑ t, u s t • A t) * Y * (∑ t, u s t • A t)ᴴ =
      ∑ t, ∑ t', (u s t * star (u s t')) • (A t * Y * (A t')ᴴ) := by
    intro s
    rw [Matrix.conjTranspose_sum, Finset.sum_mul, Finset.sum_mul_sum]
    refine Finset.sum_congr rfl fun t _ => Finset.sum_congr rfl fun t' _ => ?_
    rw [Matrix.conjTranspose_smul, smul_mul_assoc, smul_mul_assoc, mul_smul_comm, smul_smul]
  simp only [transfer, expand]
  rw [Finset.sum_comm]
  refine Finset.sum_congr rfl fun t _ => ?_
  rw [Finset.sum_comm]
  simp only [← Finset.sum_smul, key, ite_smul, one_smul, zero_smul, Finset.sum_ite_eq',
    Finset.mem_univ, if_true]

/-- The transfer map is covariant under the bond unitary `V` of a symmetry. -/
theorem transfer_covariant {A : σ → Matrix n n ℂ} {u : Matrix σ σ ℂ} {V : Matrix n n ℂ}
    (h : IsSymmetry A u V) (X : Matrix n n ℂ) :
    transfer A (V * X * Vᴴ) = V * transfer A X * Vᴴ := by
  obtain ⟨hu, hV, c, hc, hs⟩ := h

  rw [← transfer_mix A hu]
  simp only [transfer, hs, Finset.mul_sum, Finset.sum_mul]
  refine Finset.sum_congr rfl fun s _ => ?_
  -- the phases cancel, and so do the inner pairs of `V`
  simp only [Matrix.conjTranspose_smul, Matrix.conjTranspose_mul,
    Matrix.conjTranspose_conjTranspose, smul_mul_assoc, mul_smul_comm, smul_smul, hc,
    one_smul]
  calc _ = V * A s * (Vᴴ * V) * X * (Vᴴ * V) * (A s)ᴴ * Vᴴ := by
        simp only [Matrix.mul_assoc]
    _ = _ := by
        rw [hV]
        simp only [Matrix.mul_one, Matrix.mul_assoc]

/-- The bond state commutes with the bond unitary of every symmetry. -/
theorem bondState_commute {A : σ → Matrix n n ℂ} {u : Matrix σ σ ℂ} {V ρ : Matrix n n ℂ}
    (h : IsSymmetry A u V) (hρ : IsBondState A ρ) : Commute V ρ := by
  obtain ⟨hfix, htr, huniq⟩ := hρ
  have hV := h.2.1
  -- the rotated state is again a fixed point, and the trace fixes the factor
  obtain ⟨c, hc⟩ := huniq (V * ρ * Vᴴ) (by rw [transfer_covariant h, hfix])
  have ht := congrArg Matrix.trace hc
  rw [Matrix.trace_mul_cycle, hV, Matrix.one_mul, Matrix.trace_smul, htr, smul_eq_mul,
    mul_one] at ht
  rw [← ht, one_smul] at hc
  calc V * ρ = V * ρ * (Vᴴ * V) := by rw [hV, Matrix.mul_one]
    _ = (V * ρ * Vᴴ) * V := by simp only [Matrix.mul_assoc]
    _ = ρ * V := by rw [hc]

/-- If two symmetries of a matrix product state act on the bond by anticommuting unitaries,
then every eigenspace of its bond state has even dimension. -/
theorem haldane_even_degeneracy {A : σ → Matrix n n ℂ} {u w : Matrix σ σ ℂ}
    {V W ρ : Matrix n n ℂ} (hV : IsSymmetry A u V) (hW : IsSymmetry A w W)
    (hρ : IsBondState A ρ) (h : V * W = -(W * V)) (μ : ℂ) :
    Even (Module.finrank ℂ (level ρ μ)) :=
  even_finrank_level ⟨⟨V, Vᴴ, mul_eq_one_comm.mp hV.2.1, hV.2.1⟩, rfl⟩
    ⟨⟨W, Wᴴ, mul_eq_one_comm.mp hW.2.1, hW.2.1⟩, rfl⟩
    (bondState_commute hV hρ) (bondState_commute hW hρ) h μ

/-- The three Pauli matrices, in the order x, y, z. -/
def pauli : Fin 3 → Matrix (Fin 2) (Fin 2) ℂ :=
  ![!![0, 1; 1, 0], !![0, -Complex.I; Complex.I, 0], !![1, 0; 0, -1]]

/-- The tensors of the AKLT state: the Pauli matrices divided by the square root of three. -/
def aklt (s : Fin 3) : Matrix (Fin 2) (Fin 2) ℂ := ((√3 : ℝ) : ℂ)⁻¹ • pauli s

/-- The AKLT transfer map sends `X` to `(2 tr X - X) / 3`. -/
theorem aklt_transfer (X : Matrix (Fin 2) (Fin 2) ℂ) :
    transfer aklt X = (1 / 3 : ℂ) • ((2 * X.trace) • (1 : Matrix (Fin 2) (Fin 2) ℂ) - X) := by
  have h3 : ((√3 : ℝ) : ℂ)⁻¹ * ((√3 : ℝ) : ℂ)⁻¹ = 1 / 3 := by
    rw [← mul_inv, ← Complex.ofReal_mul, Real.mul_self_sqrt (by norm_num)]
    norm_num
  have hstar : star (((√3 : ℝ) : ℂ)⁻¹) = ((√3 : ℝ) : ℂ)⁻¹ := by simp
  have hs : ∀ s, aklt s * X * (aklt s)ᴴ = (1 / 3 : ℂ) • (pauli s * X * (pauli s)ᴴ) := by
    intro s
    simp only [aklt, Matrix.conjTranspose_smul, smul_mul_assoc, mul_smul_comm, smul_smul,
      hstar, h3]
  have hI := Complex.I_mul_I
  simp only [transfer, hs, ← Finset.smul_sum]
  congr 1
  ext i j
  clear h3 hstar hs
  simp only [Fin.sum_univ_three, Matrix.add_apply, Matrix.mul_apply, Fin.sum_univ_two,
    Matrix.conjTranspose_apply]
  fin_cases i <;> fin_cases j <;> simp [pauli, Matrix.trace_fin_two] <;> grind

/-- The half-turn about each axis is a symmetry of the AKLT state with a Pauli matrix as bond
unitary, half the identity is its bond state, and the Pauli matrices x and z anticommute. -/
theorem haldane_even_degeneracy_witness :
    (∀ k, IsSymmetry aklt (Matrix.diagonal fun s => if s = k then 1 else -1) (pauli k)) ∧
    IsBondState aklt ((1 / 2 : ℂ) • 1) ∧ pauli 0 * pauli 2 = -(pauli 2 * pauli 0) := by
  have hH : ∀ k, (pauli k)ᴴ = pauli k := by
    intro k
    ext i j
    fin_cases k <;> fin_cases i <;> fin_cases j <;> simp [pauli]
  -- conjugation by a Pauli matrix flips the sign of the other two
  have hp : ∀ k s, pauli k * pauli s * pauli k =
      (if s = k then (1 : ℂ) else -1) • pauli s := by
    intro k s
    ext i j
    simp only [Matrix.mul_apply, Fin.sum_univ_two, Matrix.smul_apply]
    fin_cases k <;> fin_cases s <;> fin_cases i <;> fin_cases j <;> simp [pauli]
  have ht : ((1 / 2 : ℂ) • (1 : Matrix (Fin 2) (Fin 2) ℂ)).trace = 1 := by
    rw [Matrix.trace_smul, Matrix.trace_one]
    norm_num
  refine ⟨fun k => ⟨?_, ?_, 1, by simp, fun s => ?_⟩, ⟨?_, ht, ?_⟩, ?_⟩
  · ext i j
    fin_cases k <;> fin_cases i <;> fin_cases j <;>
      simp [Matrix.mul_apply, Fin.sum_univ_three]
  · rw [hH]
    ext i j
    fin_cases k <;> fin_cases i <;> fin_cases j <;>
      simp [pauli, Matrix.mul_apply, Fin.sum_univ_two]
  · rw [Finset.sum_eq_single s
      (fun t _ h => by rw [Matrix.diagonal_apply_ne _ h.symm, zero_smul]) (by simp),
      Matrix.diagonal_apply_eq]
    simp only [aklt, hH, mul_smul_comm, smul_mul_assoc, hp, one_smul]
    exact smul_comm _ _ _
  · rw [aklt_transfer, ht]
    module
  · intro X hX
    rw [aklt_transfer] at hX
    refine ⟨X.trace, ?_⟩
    linear_combination (norm := module) (-(3 / 4) : ℂ) • hX
  · ext i j
    fin_cases i <;> fin_cases j <;> simp [pauli, Matrix.mul_apply]

end

end HaldaneEntanglement
```

```lean
#print axioms HaldaneEntanglement.haldane_even_degeneracy
-- 'HaldaneEntanglement.haldane_even_degeneracy' depends on axioms: [propext, Classical.choice, Quot.sound]
```

### What the theorems say about the chain

The main statement is `haldane_even_degeneracy`: if two symmetries of a matrix product state have anticommuting bond unitaries, then for every complex `μ` the eigenspace `level ρ μ` has even dimension. If `μ` is not an eigenvalue, the dimension is zero.

The finite type `n` labels a basis of the bond space and `σ` a basis of the physical space of one site; here `σ` is not a Pauli matrix. The tensors are `A : σ → Matrix n n ℂ`, the same on every site. `IsSymmetry A u V` contains the unitarity of `u` and `V` and the symmetry condition, with a phase `c` that doesn't depend on `s`. The existence of `V` is thus a hypothesis, not derived from invariance of the many-body state. Antiunitary symmetries such as time reversal don't fit this definition.

`IsBondState A ρ` says that `ρ` is fixed by the transfer map, has trace one and spans all fixed points. Many texts call this matrix the right fixed point or right environment. The fixed-point equation reflects the usual normalisation, in which the leading eigenvalue of the transfer map is one. Uniqueness excludes, for example, a GHZ-type cat state, whose transfer map has two independent fixed points. Positivity of `ρ` isn't required.

The step from here to computed Schmidt values rests on two further conditions. The nonzero eigenvalues of `ρ` are the squared Schmidt values of a cut through the infinite chain when the tensors are in the canonical gauge $\sum_s A_s^\dagger A_s=\mathbb 1$ and the transfer map has no eigenvalue of modulus one other than one itself. Neither condition is among the hypotheses. The word "Haldane" in the theorem's name refers to the anticommuting bond unitaries; that a given Hamiltonian has a ground state of this kind is a separate question.

The purely algebraic statements are `even_finrank_level` and its version for roots of unity, `dvd_finrank_level`. They assume invertible matrices `V` and `W` that commute with `ρ` and satisfy $VW=-WV$ or $VW=qWV$ respectively, and involve no matrix product state.

### How Lean takes a determinant on one level

The determinant argument lives on an eigenspace, while `V` is a matrix on the whole bond space. `LinearMap.restrict` bridges the two: given a proof that a map sends a subspace into itself, it returns a linear map on that subspace as a space in its own right. The required proof is `level_invariant`, the computation $\rho Vx=\mu Vx$. `LinearMap.det` then applies to the restricted map directly, so no basis of the eigenspace has to be chosen. It is multiplicative and sends invertible maps to nonzero numbers, and `LinearMap.det_smul` supplies the factor `q` to the power of the dimension.

`pow_finrank_eq_one` carries out this comparison on an arbitrary finite-dimensional complex space and cancels the nonzero product of determinants. In `dvd_finrank_level`, the inner statement `unit` shows that the restrictions are invertible, going through injectivity as above. The relation $VW=qWV$ is then checked vector by vector on the eigenspace, and `hq.dvd_of_pow_eq_one` turns $q^d=1$ into divisibility. `even_finrank_level` takes $q=-1$ and $N=2$.

The matrix product part follows the derivation in the same order. In `transfer_mix`, `expand` writes out the double sum over $t,t'$ and `key` is the orthonormality of the columns of `u`. `transfer_covariant` cancels the phases and the inner factors $V^\dagger V$. `bondState_commute` applies uniqueness to $V\rho V^\dagger$, finds the factor from the trace and obtains the commutation. The main theorem feeds the results for `V` and `W` into `even_finrank_level`.

For AKLT, `aklt_transfer` proves the formula for $E$ entry by entry. `haldane_even_degeneracy_witness` then confirms that the hypotheses are met by an actual state. The half-turn about axis `k` is diagonal in the Cartesian spin-1 basis, with entry $1$ at `k` and $-1$ elsewhere, and its bond unitary is `pauli k`. The indices 0, 1, 2 stand for x, y, z, so the anticommuting pair is `pauli 0` and `pauli 2`.
